# With finitely many boson poles above the bare level, the cumulant quasiparticle built on that level lies below the Dyson one and has less weight

A quasiparticle energy is taken here to be a real solution of Dyson's equation that lies below every pole of the self-energy. Some such choice is needed, because a self-energy with poles gives Dyson's equation several real solutions. All poles here lie above the bare level, and the solutions above the lowest pole are counted as satellites. The self-energy itself is a finite sum of real poles,

$$\Sigma(x)=\sum_k \frac{b_k}{x-e-w_k},\qquad b_k>0,\quad w_k>0,$$

with at least one term. Here $e$ is the bare level, including any static shift, $w_k$ is the energy of boson mode $k$ (a plasmon, for example), and $b_k$ is the squared coupling to that mode. We set $\hbar=1$. Where $e$ carries an exponent, it is Euler's number.

## Three energies and three weights

Dyson's equation $E=e+\Sigma(E)$ locates a pole of $1/(x-e-\Sigma(x))$, whose residue is the Dyson weight $1/(1-\Sigma'(E))$. Linearising $\Sigma$ about $e$ gives instead the energy $e+\Sigma(e)/(1-\Sigma'(e))$ and the weight $1/(1-\Sigma'(e))$.

The cumulant form multiplies the bare propagator $-i\theta(t)e^{-iet}$, with $\theta$ the unit step function, by $e^{C(t)}$, where

$$C(t)=\sum_k\frac{b_k}{w_k^2}\left(e^{-iw_kt}+iw_kt-1\right).$$

The term linear in $t$ moves the level to $e-\sum_k b_k/w_k=e+\Sigma(e)$. The constant term gives the line without bosons the weight $\exp(-\sum_k b_k/w_k^2)=\exp\Sigma'(e)$. The oscillating terms produce satellites at higher energy. This cumulant takes the self-energy at the bare level $e$. Variants that place the main line at the Dyson energy instead are not covered.

The claim is that there is exactly one root $E$ below all poles, and that

$$e+\Sigma(e)<E<e+\frac{\Sigma(e)}{1-\Sigma'(e)}<e,$$

$$\exp\Sigma'(e)<\frac1{1-\Sigma'(e)}<\frac1{1-\Sigma'(E)}.$$

One-shot GW calculations often linearise the self-energy about a mean-field level. If there is no static shift between that level and $e$, then in this one-level model with finitely many real poles the linearised equation overestimates the Dyson energy and underestimates its weight.

## Derivation from the tangent to the self-energy

Away from the poles,

$$\Sigma'(x)=-\sum_k\frac{b_k}{(x-e-w_k)^2}.$$

Below all poles every denominator $x-e-w_k$ is negative, so $\Sigma(x)<0$ and $\Sigma'(x)<0$.

Let $x\neq y$ both lie below all poles. For one mode, write $u=x-e-w_k$ and $v=y-e-w_k$, both negative. The tangent at $x$, evaluated at $y$, exceeds the curve by

$$\frac{b_k}{u}-\frac{b_k}{u^2}(v-u)-\frac{b_k}{v}
=\frac{b_k(v-u)^2}{u^2(-v)}>0.$$

Summing over the modes gives

$$\Sigma(y)<\Sigma(x)+\Sigma'(x)(y-x).$$

If $y>x$, the last term is negative, so $\Sigma(y)<\Sigma(x)$: the self-energy decreases strictly below its poles.

**Existence and uniqueness.** Put $f(x)=x-e-\Sigma(x)$. At the bare level $f(e)=-\Sigma(e)>0$. At the cumulant energy, which is below $e$,

$$f(e+\Sigma(e))=\Sigma(e)-\Sigma(e+\Sigma(e))<0,$$

because $\Sigma$ decreases. Since $f$ is continuous on the interval between these points, it vanishes at some $E$ there, and $E\le e$ lies below all poles. Below the poles $f$ increases strictly, so no second root exists.

**Energies.** From $E-e=\Sigma(E)<0$ we get $E<e$. Monotonicity then gives $\Sigma(e)<\Sigma(E)=E-e$, which is the lower bound. The tangent at $e$ gives

$$E-e=\Sigma(E)<\Sigma(e)+\Sigma'(e)(E-e),$$

hence $(1-\Sigma'(e))(E-e)<\Sigma(e)$. Division by the positive factor $1-\Sigma'(e)$ gives the upper bound, which is below $e$ because $\Sigma(e)<0$.

**Weights.** Let $s=-\Sigma'(E)$ and $t=-\Sigma'(e)$, where $t$ no longer denotes the time. Since $E<e$, the energy $E$ is farther from every pole than $e$ is, so $0<s<t$ and $1/(1+t)<1/(1+s)$. Also $1+t<e^t$ for $t\neq0$, and taking reciprocals gives $e^{-t}<1/(1+t)$.

**One mode.** With $\delta=E-e$, Dyson's equation becomes $\delta(\delta-w)=b$, so $\delta=(w\pm\sqrt{w^2+4b})/2$. The minus sign gives the root below the pole. For $w=1$ and $b=2$ in a common energy unit, the cumulant, Dyson and linearised shifts are $-2$, $-1$ and $-2/3$. The cumulant, linearised and Dyson weights are $e^{-2}\approx0.135$, $1/3$ and $2/3$.

## The mirror image for a hole

For a hole the poles lie below the level, with $\Sigma_h(x)=\sum_k b_k/(x-e+w_k)$. The reflection $x\mapsto2e-x$ gives $\Sigma_h(2e-x)=-\Sigma(x)$ and leaves the derivatives equal at reflected points. The energy inequalities therefore reverse: the root above all poles lies above $e$, and the cumulant energy lies higher still. The weight inequalities are unchanged. The Lean file below treats only poles above the level.

## The self-energy and its quasiparticle in Lean

The finite type `ι` labels the boson modes.

```lean
import Mathlib

open Finset

namespace DysonVersusCumulant

noncomputable section

variable {ι : Type*} [Fintype ι]
```

The functions `b` and `w` assign a real squared coupling and a real energy to each mode. `selfEnergy b w e x` is $\Sigma(x)$ at a real frequency. Its poles are real and finite in number, so the spectral lines are sharp and there is no lifetime broadening.

```lean
/-- The self-energy of a level `e` with squared couplings `b k` to boson modes of energy `w k`, at a
real frequency `x` away from the poles `e + w k`. -/
def selfEnergy (b w : ι → ℝ) (e x : ℝ) : ℝ := ∑ k, b k / (x - e - w k)
```

The predicate `IsQuasiparticle` contains the choice made at the start: the energy is below every pole and solves Dyson's equation. The same `e` fixes the bare level and the positions of the poles. Positivity of `b` and `w` is not part of either definition and enters as a hypothesis of the theorems.

```lean
/-- `E` is a Dyson quasiparticle energy: it lies below all poles of the self-energy and solves
Dyson's equation `E = e + Σ(E)`. -/
def IsQuasiparticle (b w : ι → ℝ) (e E : ℝ) : Prop :=
  (∀ k, E < e + w k) ∧ E = e + selfEnergy b w e E
```

## Derivative, sign and tangent

The first theorem differentiates the sum term by term. It needs only that `x` avoids the poles, and the numbers `b k` may have any sign. Later proofs use it to replace Mathlib's `deriv` by the explicit sum.

```lean
/-- Away from its poles the self-energy has the derivative `-∑ b k / (x - e - w k)²`. -/
theorem hasDerivAt_selfEnergy (b w : ι → ℝ) (e x : ℝ) (hx : ∀ k, x ≠ e + w k) :
    HasDerivAt (selfEnergy b w e) (-∑ k, b k / (x - e - w k) ^ 2) x := by
  have h : HasDerivAt (fun y => ∑ k, b k / (y - e - w k))
      (∑ k, -(b k / (x - e - w k) ^ 2)) x := by
    refine HasDerivAt.fun_sum (fun k _ => ?_)
    have hne : x - e - w k ≠ 0 := fun h0 => hx k (by linarith)
    exact ((hasDerivAt_const x (b k)).fun_div
      (((hasDerivAt_id' x).sub_const e).sub_const (w k)) hne).congr_deriv (by ring)
  rw [Finset.sum_neg_distrib] at h
  exact h
```

From here on there is at least one mode. Without modes $\Sigma=0$, and the strict inequalities of the claim would become equalities. The sign of the self-energy follows because each summand, with its sign reversed, is positive.

```lean
variable [Nonempty ι] {b w : ι → ℝ} {e : ℝ}

/-- With at least one mode and every `b k` positive, the self-energy is negative below all its
poles. -/
theorem selfEnergy_neg (hb : ∀ k, 0 < b k) {x : ℝ} (hx : ∀ k, x < e + w k) :
    selfEnergy b w e x < 0 := by
  have h : 0 < ∑ k, -(b k / (x - e - w k)) :=
    Finset.sum_pos (fun k _ => neg_pos.mpr
      (div_neg_of_pos_of_neg (hb k) (by linarith [hx k]))) Finset.univ_nonempty
  rw [Finset.sum_neg_distrib] at h
  unfold selfEnergy
  linarith
```

The tangent inequality is the main lemma. `hsum` writes the tangent as a sum over modes, and `Finset.sum_lt_sum_of_nonempty` reduces the comparison to a single mode. There `key` is the identity for the gap derived above, with the same `u` and `v`, and `hpos` says that the gap is positive.

```lean
/-- With at least one mode, every `b k` positive and two different frequencies below all poles, the
self-energy at one lies strictly below its linearisation about the other. -/
theorem selfEnergy_lt_tangent (hb : ∀ k, 0 < b k) {x y : ℝ} (hx : ∀ k, x < e + w k)
    (hy : ∀ k, y < e + w k) (hxy : x ≠ y) :
    selfEnergy b w e y < selfEnergy b w e x + deriv (selfEnergy b w e) x * (y - x) := by
  rw [(hasDerivAt_selfEnergy b w e x (fun k => (hx k).ne)).deriv]
  have hsum : selfEnergy b w e x + (-∑ k, b k / (x - e - w k) ^ 2) * (y - x)
      = ∑ k, (b k / (x - e - w k) - b k / (x - e - w k) ^ 2 * (y - x)) := by
    rw [Finset.sum_sub_distrib, ← Finset.sum_mul]
    unfold selfEnergy
    ring
  rw [hsum]
  refine Finset.sum_lt_sum_of_nonempty Finset.univ_nonempty (fun k _ => ?_)
  have hu : x - e - w k < 0 := by linarith [hx k]
  have hv : y - e - w k < 0 := by linarith [hy k]
  have hd : y - x = (y - e - w k) - (x - e - w k) := by ring
  have hd2 : 0 < (y - x) ^ 2 :=
    lt_of_le_of_ne (sq_nonneg _) (pow_ne_zero 2 (sub_ne_zero.mpr hxy.symm)).symm
  rw [hd] at hd2 ⊢
  generalize x - e - w k = u at *
  generalize y - e - w k = v at *
  -- the gap between tangent and curve, pole by pole
  have key : b k / u - b k / u ^ 2 * (v - u) - b k / v
      = b k * (v - u) ^ 2 / (u ^ 2 * (-v)) := by
    have hu0 := hu.ne
    have hv0 := hv.ne
    field_simp
    ring
  have hpos : 0 < b k * (v - u) ^ 2 / (u ^ 2 * (-v)) :=
    div_pos (mul_pos (hb k) hd2) (mul_pos (by nlinarith) (neg_pos.mpr hv))
  linarith
```

Monotonicity is the tangent inequality for `x < y`, combined with the fact that the slope at `x` is not positive. Only the larger frequency needs to be assumed below the poles, since the smaller one then is too.

```lean
/-- With at least one mode and every `b k` positive, the self-energy strictly decreases with
frequency below all poles. -/
theorem selfEnergy_strictAnti (hb : ∀ k, 0 < b k) {x y : ℝ} (hxy : x < y)
    (hy : ∀ k, y < e + w k) : selfEnergy b w e y < selfEnergy b w e x := by
  have hx : ∀ k, x < e + w k := fun k => hxy.trans (hy k)
  have h := selfEnergy_lt_tangent hb hx hy hxy.ne
  rw [(hasDerivAt_selfEnergy b w e x (fun k => (hx k).ne)).deriv] at h
  have hs : 0 ≤ ∑ k, b k / (x - e - w k) ^ 2 :=
    Finset.sum_nonneg (fun k _ => div_nonneg (hb k).le (sq_nonneg _))
  nlinarith [mul_nonneg hs (sub_nonneg.mpr hxy.le)]
```

## One root below all poles

The notation `∃! E` means that exactly one such `E` exists. `hcont` gives continuity of $f$ on the interval from $e+\Sigma(e)$ to $e$, while `hl` and `hr` give its signs at the ends. The intermediate value theorem supplies the root. For uniqueness, a second root `F` is compared with `E`: both `F < E` and `E < F` contradict monotonicity.

```lean
/-- With at least one mode and every `b k` and `w k` positive, Dyson's equation has exactly one
solution below all poles of the self-energy. -/
theorem existsUnique_quasiparticle (hb : ∀ k, 0 < b k) (hw : ∀ k, 0 < w k) :
    ∃! E, IsQuasiparticle b w e E := by
  have he : ∀ k, e < e + w k := fun k => by linarith [hw k]
  have hneg := selfEnergy_neg hb he
  have hlt : e + selfEnergy b w e e < e := by linarith
  have hanti := selfEnergy_strictAnti hb hlt he
  have hcont : ContinuousOn (fun x => x - e - selfEnergy b w e x)
      (Set.Icc (e + selfEnergy b w e e) e) := by
    intro x hx
    have hc := (hasDerivAt_selfEnergy b w e x
      (fun k => (lt_of_le_of_lt hx.2 (he k)).ne)).continuousAt
    exact ((continuousAt_id.sub continuousAt_const).sub hc).continuousWithinAt
  -- Dyson's equation changes sign between `e + Σ(e)` and the bare level
  have hl : e + selfEnergy b w e e - e - selfEnergy b w e (e + selfEnergy b w e e) ≤ 0 := by
    linarith
  have hr : 0 ≤ e - e - selfEnergy b w e e := by linarith
  obtain ⟨E, hE, h0⟩ := intermediate_value_Icc hlt.le hcont ⟨hl, hr⟩
  have hroot : E - e - selfEnergy b w e E = 0 := h0
  have hp : ∀ k, E < e + w k := fun k => lt_of_le_of_lt hE.2 (he k)
  refine ⟨E, ⟨hp, by linarith⟩, ?_⟩
  rintro F ⟨hF, hFr⟩
  rcases lt_trichotomy F E with h | h | h
  · linarith [selfEnergy_strictAnti hb h hp]
  · exact h
  · linarith [selfEnergy_strictAnti hb h hF]
```

## Comparison with the cumulant

The main theorem first repeats existence and uniqueness, then states the energy and weight inequalities for every `E` that satisfies `IsQuasiparticle`. The cumulant energy and weight appear as the expressions `e + selfEnergy b w e e` and `Real.exp (deriv (selfEnergy b w e) e)`. Their origin in a time-dependent propagator is the physical argument given earlier, and the theorem compares the resulting numbers. Likewise, the couplings and boson energies are given data and are not computed from a screened interaction.

In the proof, `hanti` supplies the lower energy bound and `htan` is the tangent at `e` evaluated at `E`. `hcmp` compares the two derivative sums mode by mode, after which they are named `s` and `t` as in the derivation. `hlin` divides the tangent inequality by $1+t$, written `1 - -t` in the code. The last lines take reciprocals, once of $1+s<1+t$ and once of $1+t<e^t$.

```lean
/-- With at least one mode and every `b k` and `w k` positive, there is exactly one Dyson
quasiparticle energy `E` below all poles. The cumulant energy `e + Σ(e)` is lower, the linearised
Dyson energy lies between `E` and `e`, and the cumulant weight `exp Σ'(e)` is below `1/(1 - Σ'(e))`,
itself below the Dyson weight. -/
theorem cumulant_lower_and_weaker (hb : ∀ k, 0 < b k) (hw : ∀ k, 0 < w k) :
    (∃! E, IsQuasiparticle b w e E) ∧ ∀ E, IsQuasiparticle b w e E →
      (e + selfEnergy b w e e < E ∧
        E < e + selfEnergy b w e e / (1 - deriv (selfEnergy b w e) e) ∧
        e + selfEnergy b w e e / (1 - deriv (selfEnergy b w e) e) < e) ∧
      Real.exp (deriv (selfEnergy b w e) e) < 1 / (1 - deriv (selfEnergy b w e) e) ∧
      1 / (1 - deriv (selfEnergy b w e) e) < 1 / (1 - deriv (selfEnergy b w e) E) := by
  refine ⟨existsUnique_quasiparticle hb hw, ?_⟩
  rintro E ⟨hp, hr⟩
  have he : ∀ k, e < e + w k := fun k => by linarith [hw k]
  have hneg := selfEnergy_neg hb he
  have hlt : E < e := by linarith [selfEnergy_neg hb hp]
  have hanti := selfEnergy_strictAnti hb hlt he
  have htan := selfEnergy_lt_tangent hb he hp hlt.ne'
  rw [(hasDerivAt_selfEnergy b w e e (fun k => (he k).ne)).deriv] at htan ⊢
  rw [(hasDerivAt_selfEnergy b w e E (fun k => (hp k).ne)).deriv]
  have hs : 0 ≤ ∑ k, b k / (E - e - w k) ^ 2 :=
    Finset.sum_nonneg (fun k _ => div_nonneg (hb k).le (sq_nonneg _))
  -- the Dyson energy is farther from every pole than the bare level
  have hcmp : ∑ k, b k / (E - e - w k) ^ 2 < ∑ k, b k / (e - e - w k) ^ 2 := by
    refine Finset.sum_lt_sum_of_nonempty Finset.univ_nonempty (fun k _ => ?_)
    have hk := hw k
    exact div_lt_div_of_pos_left (hb k) (by nlinarith) (by nlinarith)
  generalize ∑ k, b k / (E - e - w k) ^ 2 = s at *
  generalize ∑ k, b k / (e - e - w k) ^ 2 = t at *
  have ht : 0 < t := by linarith
  have hD : 0 < 1 - -t := by linarith
  have hlin : E - e < selfEnergy b w e e / (1 - -t) := by
    rw [lt_div_iff₀ hD]
    linarith
  refine ⟨⟨by linarith, by linarith, by linarith [div_neg_of_neg_of_pos hneg hD]⟩, ?_,
    one_div_lt_one_div_of_lt (by linarith) (by linarith)⟩
  have hexp := Real.add_one_lt_exp ht.ne'
  rw [Real.exp_neg, ← one_div]
  exact one_div_lt_one_div_of_lt hD (by linarith)
```

## The closed form for one mode

The type `Unit` has one element, so the sum has one term. The theorem shows that the stated energy is a quasiparticle energy, and `existsUnique_quasiparticle` makes it the only one. The proof names the square root `s`, checks that the energy lies below the pole, and clears the denominator. What remains is the quadratic equation for $\delta$, which follows from $s^2=w^2+4b$.

```lean
/-- For a single boson mode of energy `w > 0` and squared coupling `b > 0`,
`e + (w - √(w² + 4b)) / 2` is a Dyson quasiparticle energy. -/
theorem single_mode_quasiparticle (b w e : ℝ) (hb : 0 < b) (hw : 0 < w) :
    IsQuasiparticle (fun _ : Unit => b) (fun _ => w) e
      (e + (w - Real.sqrt (w ^ 2 + 4 * b)) / 2) := by
  have hs : Real.sqrt (w ^ 2 + 4 * b) ^ 2 = w ^ 2 + 4 * b := Real.sq_sqrt (by positivity)
  have hs0 : 0 ≤ Real.sqrt (w ^ 2 + 4 * b) := Real.sqrt_nonneg _
  generalize Real.sqrt (w ^ 2 + 4 * b) = s at *
  refine ⟨fun _ => by linarith, ?_⟩
  have hne : e + (w - s) / 2 - e - w ≠ 0 := by
    intro h
    linarith
  have h : (w - s) / 2 = b / (e + (w - s) / 2 - e - w) := by
    rw [eq_div_iff hne]
    linear_combination hs / 4
  simpa [selfEnergy] using h

end

end DysonVersusCumulant
```

```lean
#print axioms DysonVersusCumulant.cumulant_lower_and_weaker
#print axioms DysonVersusCumulant.single_mode_quasiparticle
```

```
'DysonVersusCumulant.cumulant_lower_and_weaker' depends on axioms: [propext, Classical.choice, Quot.sound]
'DysonVersusCumulant.single_mode_quasiparticle' depends on axioms: [propext, Classical.choice, Quot.sound]
```
